# Paige's identity for Lanczos runs with exact local orthogonality

A Lanczos code that runs on after an eigenpair has converged can find the same pair again and report a spurious second copy of the eigenvalue. Local checks give no warning: each new vector is still orthogonal to its neighbour to working accuracy, while its overlap with older directions grows. Paige's identity ties that overlap to a number the code already has, the convergence estimate of a Ritz pair. It is proved here for real symmetric matrices, with unit norms and neighbour orthogonality taken as exact.

## Overlap times convergence estimate

Let \(A\) be real symmetric and let \(Q\) have columns \(q_0,\dots,q_m\), the Lanczos vectors. Let \(T\) be the symmetric tridiagonal matrix of recurrence coefficients, \(q\) the next vector, \(\beta\) its coefficient and \(e_m\) the last unit vector. The residual matrix \(F\) collects whatever the recurrence fails to satisfy:

\[
AQ = QT + \beta\, q\, e_m^T + F .
\]

Indices start at 0, as in Lean, so \(s_m\) is the last entry of a vector \(s\) with \(m+1\) entries.

Assume that the columns of \(Q\) are unit vectors, that neighbouring columns are orthogonal, and that \(q\perp q_m\). If \(Ts=\theta s\), then

\[
\beta s_m\langle Qs,q\rangle=\langle s,Ks\rangle ,
\]

where \(K\) is the strictly upper triangle of \(F^TQ-Q^TF\). For \(\|s\|=1\) this gives \(|\beta s_m\langle Qs,q\rangle|\le\|K\|_F\), with the Frobenius norm on the right.

## Which Ritz vectors contaminate the next step

The Ritz vector \(y=Qs\) satisfies \(Ay-\theta y=\beta s_m q+Fs\). For unit \(s\) and \(q\) and negligible \(Fs\), the norm of this residual is close to \(|\beta s_m|\), which codes use as a cheap convergence estimate. The bound says that \(|\langle y,q\rangle|\) can reach a value \(\delta>0\) only if \(|\beta s_m|\le\|K\|_F/\delta\). When \(\|K\|_F\) is at rounding level, a sizeable overlap therefore requires an estimate near or below that level. Selective reorthogonalisation relies on this: it removes from \(q\) its components along the Ritz vectors whose estimate is small.

In electronic structure this applies to Lanczos diagonalisation of a configuration-interaction Hamiltonian, provided that it is a real symmetric matrix in a finite orthonormal basis.

## From the recurrence to the overlap

Write \(G=Q^TQ\) and \(w=Q^Tq\), so \(w_m=0\). Multiplying the recurrence by \(Q^T\) gives

\[
Q^TAQ=GT+\beta we_m^T+Q^TF .
\]

The left side is symmetric, so the transpose of the right side equals it too:

\[
Q^TAQ=TG+\beta e_mw^T+F^TQ .
\]

Subtracting,

\[
TG-GT=\beta(we_m^T-e_mw^T)+Q^TF-F^TQ .
\]

Unit columns give \(G=1+U+U^T\) with \(U\) strictly upper triangular, and neighbour orthogonality gives \(U_{i,i+1}=0\). Put \(C=TU-UT\). Since \(T\) is symmetric, \(C^T=U^TT-TU^T\), and hence \(TG-GT=C-C^T\).

The matrix \(C\) is strictly upper triangular. A nonzero term \(T_{il}U_{lj}\) needs \(l\ge i-1\) and \(j\ge l+2\), so \(j\ge i+1\). A nonzero term \(U_{il}T_{lj}\) needs \(l\ge i+2\) and \(j\ge l-1\), so again \(j\ge i+1\).

Now compare strictly upper triangles. The matrix \(we_m^T\) is strictly upper triangular because \(w_m=0\), its transpose is strictly lower triangular, and \(Q^TF-F^TQ\) contributes \(-K\). Therefore

\[
TU-UT=\beta we_m^T-K .
\]

Let \(Ts=\theta s\) and \(Tt=\mu t\). Multiplying by \(s^T\) on the left and \(t\) on the right gives \((\theta-\mu)\langle s,Ut\rangle=\beta t_m\langle Qs,q\rangle-\langle s,Kt\rangle\), that is,

\[
\beta t_m\langle Qs,q\rangle=(\theta-\mu)\langle s,Ut\rangle+\langle s,Kt\rangle .
\]

Setting \(t=s\) removes the term with \(U\) and leaves Paige's identity. For unit \(s\), Cauchy–Schwarz gives \(\langle s,Ks\rangle^2\le\|Ks\|^2\), and applied to each row of \(K\) it gives \(\|Ks\|^2\le\|K\|_F^2\).

## Three Lanczos vectors in a plane

Take \(\beta=1\), \(q=(0,1)^T\) and

\[
A=\begin{pmatrix}0&3\\3&0\end{pmatrix},\quad
Q=\begin{pmatrix}1&0&1\\0&1&0\end{pmatrix},\quad
T=\begin{pmatrix}0&3&0\\3&0&4\\0&4&0\end{pmatrix},\quad
F=\begin{pmatrix}0&-4&0\\0&0&-2\end{pmatrix}.
\]

The third Lanczos vector repeats the first, so global orthogonality is lost completely. The residual \(F\) is comparable in size with \(A\), far beyond rounding error: the example tests the algebra and does not model a working code. The vector \((3,5,4)^T\) is an eigenvector of \(T\) with \(\theta=5\); normalised, it is \(s=(3,5,4)^T/\sqrt{50}\). Then \(Qs=(7,5)^T/\sqrt{50}\), and the left side is

\[
\beta s_2\langle Qs,q\rangle=\frac{4}{\sqrt{50}}\cdot\frac{5}{\sqrt{50}}=\frac25 .
\]

The nonzero entries of \(K\) are \(K_{01}=4\) and \(K_{12}=-2\), so the right side is \((3\cdot4\cdot5-5\cdot2\cdot4)/50=2/5\). The bound reads \(2/5\le\sqrt{20}\).

## The Lanczos run as a Lean structure

`LanczosRun` is a proposition about given matrices, not an algorithm. The rows of `Q` are indexed by a finite type `n` and its columns by `Fin (m + 1)`, so there is always at least one Lanczos vector. The field `tridiag` kills the entries above the first superdiagonal, and `symmT` carries this to the lower side. The fields `unit` and `neighbour` are statements about entries of \(Q^TQ\), and `last` says \(q\perp q_m\). The product `⬝ᵥ` is the real dot product, `lastCol q` is \(qe_m^T\), and `strictUpper` keeps the entries with `i < j`.

The lemmas follow the derivation:

- `commutator_gram` obtains the two expressions for \(Q^TAQ\) as `e1` and `e2` and subtracts them.
- `gram_split` gives \(G=1+U+U^T\).
- `commutator_lower` is the index count for \(C\), with `omega` settling the inequalities.
- `upper_part` compares the two sides entry by entry, treating entries above the diagonal separately from the rest.
- `paige_identity_pair` lets \(T\) act to the left on \(s\) and to the right on \(t\); `paige_identity` sets the two vectors equal.
- `overlap_bound` applies Cauchy–Schwarz twice and states the bound in squared form.
- `lanczosRun_witness` checks that the example satisfies every hypothesis of `paige_identity`, using the unnormalised eigenvector, for which the overlap is 5.

```lean
import Mathlib

open Matrix

namespace PaigeIdentity

noncomputable section

variable {n : Type*} [Fintype n] {m : ℕ}

/-- The strictly upper triangle of a square matrix, with zeros elsewhere. -/
def strictUpper {k : ℕ} (M : Matrix (Fin k) (Fin k) ℝ) : Matrix (Fin k) (Fin k) ℝ :=
  Matrix.of fun i j => if i < j then M i j else 0

/-- The matrix `v e_mᵀ`, which has `v` as its last column and zeros elsewhere. -/
def lastCol {r : Type*} (v : r → ℝ) : Matrix r (Fin (m + 1)) ℝ :=
  Matrix.of fun i j => if j = Fin.last m then v i else 0

/-- A Lanczos run with residual matrix `F`: `A` is symmetric, `T` is symmetric tridiagonal,
`A Q = Q T + β q e_mᵀ + F`, the columns of `Q` are unit vectors with neighbours orthogonal, and `q`
is orthogonal to the last column. -/
structure LanczosRun (A : Matrix n n ℝ) (Q : Matrix n (Fin (m + 1)) ℝ)
    (T : Matrix (Fin (m + 1)) (Fin (m + 1)) ℝ) (β : ℝ) (q : n → ℝ)
    (F : Matrix n (Fin (m + 1)) ℝ) : Prop where
  symmA : Aᵀ = A
  symmT : Tᵀ = T
  tridiag : ∀ i j : Fin (m + 1), (i : ℕ) + 1 < (j : ℕ) → T i j = 0
  recurrence : A * Q = Q * T + β • lastCol q + F
  unit : ∀ j, (Qᵀ * Q) j j = 1
  neighbour : ∀ i j : Fin (m + 1), (i : ℕ) + 1 = (j : ℕ) → (Qᵀ * Q) i j = 0
  last : (Qᵀ *ᵥ q) (Fin.last m) = 0

variable {A : Matrix n n ℝ} {Q F : Matrix n (Fin (m + 1)) ℝ}
  {T : Matrix (Fin (m + 1)) (Fin (m + 1)) ℝ} {β : ℝ} {q : n → ℝ}

/-- In a Lanczos run, `T G - G T = β (w e_mᵀ - e_m wᵀ) + (QᵀF - FᵀQ)`, where `G = QᵀQ` is the Gram
matrix and `w = Qᵀq` holds the overlaps with `q`. -/
theorem commutator_gram (h : LanczosRun A Q T β q F) :
    T * (Qᵀ * Q) - Qᵀ * Q * T =
      β • (lastCol (Qᵀ *ᵥ q) - (lastCol (Qᵀ *ᵥ q))ᵀ) + (Qᵀ * F - Fᵀ * Q) := by
  have hW : Qᵀ * lastCol (m := m) q = lastCol (Qᵀ *ᵥ q) := by
    ext i j
    by_cases hj : j = Fin.last m <;>
      simp [lastCol, Matrix.mul_apply, Matrix.mulVec, dotProduct, hj]
  -- project the recurrence onto the Lanczos vectors, then transpose
  have e1 : Qᵀ * (A * Q) = Qᵀ * Q * T + β • lastCol (Qᵀ *ᵥ q) + Qᵀ * F := by
    rw [h.recurrence, Matrix.mul_add, Matrix.mul_add, Matrix.mul_smul, hW, Matrix.mul_assoc]
  have e2 : Qᵀ * (A * Q) = T * (Qᵀ * Q) + β • (lastCol (Qᵀ *ᵥ q))ᵀ + Fᵀ * Q := by
    have e3 := congrArg Matrix.transpose e1
    simpa only [Matrix.transpose_mul, Matrix.transpose_add, Matrix.transpose_smul,
      Matrix.transpose_transpose, h.symmA, h.symmT, Matrix.mul_assoc] using e3
  linear_combination (norm := module) e1 - e2

/-- A symmetric matrix with unit diagonal is the identity plus its strictly upper triangle
plus the transpose of that triangle. -/
theorem gram_split {k : ℕ} {G : Matrix (Fin k) (Fin k) ℝ} (hG : Gᵀ = G)
    (hd : ∀ i, G i i = 1) : G = 1 + strictUpper G + (strictUpper G)ᵀ := by
  ext i j
  have hs : G j i = G i j := congrFun (congrFun hG i) j
  rcases lt_trichotomy i j with h | rfl | h
  · simp [strictUpper, h, not_lt.mpr h.le, h.ne]
  · simp [strictUpper, hd]
  · simp [strictUpper, h, not_lt.mpr h.le, h.ne', hs]

/-- If `T` vanishes below its first subdiagonal and `U` vanishes up to and including its first
superdiagonal, then `TU - UT` vanishes on and below the diagonal. -/
theorem commutator_lower {k : ℕ} {T U : Matrix (Fin k) (Fin k) ℝ}
    (hT : ∀ i j : Fin k, (j : ℕ) + 1 < (i : ℕ) → T i j = 0)
    (hU : ∀ i j : Fin k, (j : ℕ) ≤ (i : ℕ) + 1 → U i j = 0)
    (i j : Fin k) (hij : j ≤ i) : (T * U - U * T) i j = 0 := by
  have hij' : (j : ℕ) ≤ (i : ℕ) := hij
  have h1 : (T * U) i j = 0 := by
    rw [Matrix.mul_apply]
    refine Finset.sum_eq_zero fun l _ => ?_
    by_cases hl : (j : ℕ) ≤ (l : ℕ) + 1
    · rw [hU l j hl, mul_zero]
    · rw [hT i l (by omega), zero_mul]
  have h2 : (U * T) i j = 0 := by
    rw [Matrix.mul_apply]
    refine Finset.sum_eq_zero fun l _ => ?_
    by_cases hl : (l : ℕ) ≤ (i : ℕ) + 1
    · rw [hU i l hl, zero_mul]
    · rw [hT l j (by omega), mul_zero]
  rw [Matrix.sub_apply, h1, h2, sub_zero]

/-- In a Lanczos run, the strictly upper triangle `U` of the Gram matrix obeys
`TU - UT = β (Qᵀq) e_mᵀ - K`, with `K` the strictly upper triangle of `FᵀQ - QᵀF`. -/
theorem upper_part (h : LanczosRun A Q T β q F) :
    T * strictUpper (Qᵀ * Q) - strictUpper (Qᵀ * Q) * T =
      β • lastCol (Qᵀ *ᵥ q) - strictUpper (Fᵀ * Q - Qᵀ * F) := by
  have aux : ∀ G U : Matrix (Fin (m + 1)) (Fin (m + 1)) ℝ, G = 1 + U + Uᵀ →
      T * G - G * T = (T * U - U * T) - (T * U - U * T)ᵀ := by
    intro G U hG
    subst hG
    rw [Matrix.transpose_sub, Matrix.transpose_mul, Matrix.transpose_mul, h.symmT]
    noncomm_ring
  have hG : (Qᵀ * Q)ᵀ = Qᵀ * Q := by rw [Matrix.transpose_mul, Matrix.transpose_transpose]
  have hC := (aux _ _ (gram_split hG h.unit)).symm.trans (commutator_gram h)
  have hlow := commutator_lower (T := T) (U := strictUpper (Qᵀ * Q))
    (fun i j hij => by
      rw [← h.symmT]
      exact h.tridiag j i hij)
    (fun i j hij => by
      simp only [strictUpper, Matrix.of_apply]
      split_ifs with hlt
      · have hlt' : (i : ℕ) < (j : ℕ) := hlt
        exact h.neighbour i j (by omega)
      · rfl)
  -- compare the two sides entry by entry
  ext i j
  by_cases hlt : i < j
  · have e := congrFun (congrFun hC i) j
    have hji := hlow j i hlt.le
    have hw : lastCol (m := m) (Qᵀ *ᵥ q) j i = 0 := by
      simp [lastCol, (hlt.trans_le (Fin.le_last j)).ne]
    have hK : strictUpper (Fᵀ * Q - Qᵀ * F) i j = (Fᵀ * Q - Qᵀ * F) i j := by
      simp [strictUpper, hlt]
    simp only [Matrix.sub_apply, Matrix.add_apply, Matrix.smul_apply, Matrix.transpose_apply,
      smul_eq_mul] at e hji hK ⊢
    linear_combination e + hji - β * hw + hK
  · have hle : j ≤ i := not_lt.mp hlt
    have hw : lastCol (m := m) (Qᵀ *ᵥ q) i j = 0 := by
      by_cases hj : j = Fin.last m
      · have hi : i = Fin.last m := le_antisymm (Fin.le_last i) (hj ▸ hle)
        simp only [lastCol, Matrix.of_apply, if_pos hj]
        rw [hi]
        exact h.last
      · simp [lastCol, hj]
    have hK : strictUpper (Fᵀ * Q - Qᵀ * F) i j = 0 := by simp [strictUpper, hlt]
    rw [hlow i j hle, Matrix.sub_apply, Matrix.smul_apply, hw, hK, smul_zero, sub_zero]

/-- Two-vector form: in a Lanczos run with `T s = θ s` and `T t = μ t`,
`β t_m ⟨Qs, q⟩ = (θ - μ) ⟨s, U t⟩ + ⟨s, K t⟩`, where `U` and `K` are the strictly upper triangles of
`QᵀQ` and `FᵀQ - QᵀF`. -/
theorem paige_identity_pair (h : LanczosRun A Q T β q F) {s t : Fin (m + 1) → ℝ} {θ μ : ℝ}
    (hs : T *ᵥ s = θ • s) (ht : T *ᵥ t = μ • t) :
    β * t (Fin.last m) * ((Q *ᵥ s) ⬝ᵥ q) =
      (θ - μ) * (s ⬝ᵥ strictUpper (Qᵀ * Q) *ᵥ t) +
        s ⬝ᵥ strictUpper (Fᵀ * Q - Qᵀ * F) *ᵥ t := by
  have key := congrArg (fun M => s ⬝ᵥ M *ᵥ t) (upper_part h)
  -- `T` acts to the left on `s` and to the right on `t`
  have h1 : ∀ U : Matrix (Fin (m + 1)) (Fin (m + 1)) ℝ,
      s ⬝ᵥ (T * U) *ᵥ t = θ * (s ⬝ᵥ U *ᵥ t) := fun U => by
    rw [← Matrix.mulVec_mulVec, Matrix.dotProduct_mulVec, ← Matrix.mulVec_transpose, h.symmT,
      hs, smul_dotProduct, smul_eq_mul]
  have h2 : ∀ U : Matrix (Fin (m + 1)) (Fin (m + 1)) ℝ,
      s ⬝ᵥ (U * T) *ᵥ t = μ * (s ⬝ᵥ U *ᵥ t) := fun U => by
    rw [← Matrix.mulVec_mulVec, ht, Matrix.mulVec_smul, dotProduct_smul, smul_eq_mul]
  have hv : ∀ v : Fin (m + 1) → ℝ, lastCol v *ᵥ t = t (Fin.last m) • v := fun v => by
    ext i
    simp [lastCol, Matrix.mulVec, dotProduct, mul_comm]
  have h3 : s ⬝ᵥ lastCol (Qᵀ *ᵥ q) *ᵥ t = t (Fin.last m) * ((Q *ᵥ s) ⬝ᵥ q) := by
    rw [hv, dotProduct_smul, smul_eq_mul, Matrix.dotProduct_mulVec, Matrix.vecMul_transpose]
  simp only [Matrix.sub_mulVec, dotProduct_sub, Matrix.smul_mulVec, dotProduct_smul,
    smul_eq_mul, h1, h2, h3] at key
  linear_combination -key

/-- **Paige's identity.** In a Lanczos run with `T s = θ s`, `β s_m ⟨Qs, q⟩ = ⟨s, K s⟩`, where `K`
is the strictly upper triangle of `FᵀQ - QᵀF`. -/
theorem paige_identity (h : LanczosRun A Q T β q F) {s : Fin (m + 1) → ℝ} {θ : ℝ}
    (hs : T *ᵥ s = θ • s) :
    β * s (Fin.last m) * ((Q *ᵥ s) ⬝ᵥ q) =
      s ⬝ᵥ strictUpper (Fᵀ * Q - Qᵀ * F) *ᵥ s := by
  linear_combination paige_identity_pair h hs hs

/-- In a Lanczos run with `T s = θ s` and `s` of unit length, the square of `β s_m ⟨Qs, q⟩` is at
most the sum of the squared entries of the strictly upper triangle of `FᵀQ - QᵀF`. -/
theorem overlap_bound (h : LanczosRun A Q T β q F) {s : Fin (m + 1) → ℝ} {θ : ℝ}
    (hs : T *ᵥ s = θ • s) (hunit : s ⬝ᵥ s = 1) :
    (β * s (Fin.last m) * ((Q *ᵥ s) ⬝ᵥ q)) ^ 2 ≤
      ∑ i, ∑ j, strictUpper (Fᵀ * Q - Qᵀ * F) i j ^ 2 := by
  rw [paige_identity h hs]
  generalize strictUpper (Fᵀ * Q - Qᵀ * F) = K
  have h1 : ∑ i, s i ^ 2 = 1 := by simpa only [dotProduct, sq] using hunit
  -- Cauchy-Schwarz for the outer product, then for each row of `K`
  calc (s ⬝ᵥ K *ᵥ s) ^ 2 ≤ (∑ i, s i ^ 2) * ∑ i, (K *ᵥ s) i ^ 2 :=
        Finset.sum_mul_sq_le_sq_mul_sq _ _ _
    _ = ∑ i, (K *ᵥ s) i ^ 2 := by rw [h1, one_mul]
    _ ≤ ∑ i, ∑ j, K i j ^ 2 := by
        refine Finset.sum_le_sum fun i _ => ?_
        have h2 := Finset.sum_mul_sq_le_sq_mul_sq Finset.univ (fun j => K i j) s
        rw [h1, mul_one] at h2
        exact h2

/-- A three-step Lanczos run in the plane whose third Lanczos vector repeats the first, with an
eigenvector `s = (3, 5, 4)` of `T` for which `⟨Qs, q⟩ = 5`. -/
theorem lanczosRun_witness :
    LanczosRun (m := 2) !![0, 3; 3, 0] !![1, 0, 1; 0, 1, 0] !![0, 3, 0; 3, 0, 4; 0, 4, 0]
      1 ![0, 1] !![0, -4, 0; 0, 0, -2] ∧
    (!![0, 3, 0; 3, 0, 4; 0, 4, 0] : Matrix (Fin 3) (Fin 3) ℝ) *ᵥ ![3, 5, 4] =
      (5 : ℝ) • ![3, 5, 4] ∧
    ((!![1, 0, 1; 0, 1, 0] : Matrix (Fin 2) (Fin 3) ℝ) *ᵥ ![3, 5, 4]) ⬝ᵥ ![0, 1] = 5 := by
  have hL : lastCol (m := 2) (![0, 1] : Fin 2 → ℝ) = !![0, 0, 0; 0, 0, 1] := by
    ext i j
    fin_cases i <;> fin_cases j <;> simp [lastCol, Fin.ext_iff]
  refine ⟨⟨?_, ?_, ?_, ?_, ?_, ?_, ?_⟩, ?_, ?_⟩
  · ext i j
    fin_cases i <;> fin_cases j <;> simp
  · ext i j
    fin_cases i <;> fin_cases j <;> simp
  · intro i j
    fin_cases i <;> fin_cases j <;> simp
  · rw [hL]
    ext i j
    fin_cases i <;> fin_cases j <;> norm_num [Matrix.mul_apply, Fin.sum_univ_succ]
  · intro j
    fin_cases j <;> simp [Matrix.mul_apply, Fin.sum_univ_succ]
  · intro i j
    fin_cases i <;> fin_cases j <;> simp [Matrix.mul_apply, Fin.sum_univ_succ]
  · simp [Matrix.mulVec, dotProduct, Fin.sum_univ_succ, Fin.last]
  · ext i
    fin_cases i <;> simp [Matrix.mulVec, dotProduct, Fin.sum_univ_succ] <;> norm_num
  · simp [Matrix.mulVec, dotProduct, Fin.sum_univ_succ]

end

end PaigeIdentity
```

```lean
#print axioms PaigeIdentity.paige_identity
-- 'PaigeIdentity.paige_identity' depends on axioms: [propext, Classical.choice, Quot.sound]
#print axioms PaigeIdentity.overlap_bound
-- 'PaigeIdentity.overlap_bound' depends on axioms: [propext, Classical.choice, Quot.sound]
```

## Arbitrary residuals, exact neighbours

The matrix \(F\) is unrestricted: for any \(A,Q,T,\beta,q\), the recurrence can be read as its definition. The identity therefore holds however large the residual is, and global orthogonality of \(Q\) is never assumed. Neither \(\|q\|=1\) nor \(\beta\ne0\) is required.

Paige's rounding-error analysis of the Lanczos algorithm goes further and estimates \(F\) from the machine precision. The theorems here contain no such estimate, so they do not say how small \(\|K\|_F\) is in a given code. Nor do they bound \(\|Qs\|\) from below, which matters if the overlap is to be read as an angle. Complex Hermitian matrices are not covered.

The stronger idealisation is that norms and neighbour overlaps are exact, whereas in floating point they hold only up to rounding. The structure could have admitted errors in `unit`, `neighbour` and `last`. The same argument would then replace \(K\) by an upper triangular matrix with extra terms: neighbour overlaps, including \(\langle q_m,q\rangle\), would enter on the diagonal, and differences between squared column norms on the first superdiagonal. Such a statement would apply directly to computed vectors, but its right side would no longer depend on \(F\) and \(Q\) through \(F^TQ-Q^TF\) alone.
